# A local energy minimum made by the product ansatz: two Ising qubits in a weak longitudinal field

When a variational energy calculation has converged, the next step is to ask whether the minimum belongs to the Hamiltonian or only to the chosen family of trial states. One check is to mix in a state that no small change of the parameters can add on its own, and to see whether the energy drops. For two qubits with a ferromagnetic Ising coupling, in a field that is present but weaker than the coupling, this check exposes a false minimum of the real product states.

The Hamiltonian is

\[
H=-Z\otimes Z-h\,(Z\otimes 1+1\otimes Z).
\]

The coupling strength is the unit of energy, and \(h\) is the field in that unit. The coupling favours aligned spins, and a field \(h>0\) favours \(|00\rangle\) over \(|11\rangle\). For \(0<h<1\), the state \(|11\rangle\) is a strict local minimum among real product states, yet it lies \(4h\) above the ground energy.

## The Hamiltonian and its expectation value

```lean
import Mathlib

open Matrix
open scoped Kronecker Topology Real

namespace ProductAnsatzTrap

noncomputable section

/-- The Pauli matrix Z. -/
def pauliZ : Matrix (Fin 2) (Fin 2) ℂ := !![1, 0; 0, -1]
```

This is \(Z=\mathrm{diag}(1,-1)\). Lean counts from 0, so the indices 0 and 1 are the labels of \(|0\rangle\) and \(|1\rangle\).

```lean
/-- The two-qubit Ising Hamiltonian -ZZ - h(ZI + IZ) in a longitudinal field h. -/
def hamiltonian (h : ℝ) : Matrix (Fin 2 × Fin 2) (Fin 2 × Fin 2) ℂ :=
  -(pauliZ ⊗ₖ pauliZ) - (h : ℂ) • (pauliZ ⊗ₖ 1 + 1 ⊗ₖ pauliZ)
```

The symbol `⊗ₖ` is the Kronecker product, and `1` is the identity matrix. Rows and columns are labelled by pairs \((i,j)\), one index per qubit, so the pair stands for \(|ij\rangle\).

```lean
/-- The expression ⟨ψ|H|ψ⟩, which is the energy of ψ when ψ is normalised. -/
def energy (h : ℝ) (ψ : Fin 2 × Fin 2 → ℂ) : ℝ :=
  (star ψ ⬝ᵥ (hamiltonian h *ᵥ ψ)).re
```

A state is a function \(\psi\) that gives a complex amplitude \(\psi(i,j)\) for each basis state. The definition is \(\mathrm{Re}\,\langle\psi|H|\psi\rangle\), with `star` for complex conjugation. It does not divide by the norm, so it is the physical energy only for normalised \(\psi\).

```lean
/-- The populations of the four basis states add up to one. -/
def IsNormalized (ψ : Fin 2 × Fin 2 → ℂ) : Prop := ∑ p, ‖ψ p‖ ^ 2 = 1
```

With the populations \(P_{ij}=|\psi(i,j)|^2\), this condition reads \(P_{00}+P_{01}+P_{10}+P_{11}=1\).

## Trial states with two angles

```lean
/-- The real one-qubit state with Bloch angle a. -/
def qubit (a : ℝ) : Fin 2 → ℝ := ![Real.cos (a / 2), Real.sin (a / 2)]
```

The qubit state is \(\cos(a/2)\,|0\rangle+\sin(a/2)\,|1\rangle\). The angle \(a\) is the polar angle on the Bloch sphere, except that it may be any real number. The two amplitudes may differ in sign, but other relative phases are left out, which is the sense in which the ansatz is real.

```lean
/-- The product ansatz: two real qubits with Bloch angles a and b. -/
def productState (a b : ℝ) : Fin 2 × Fin 2 → ℂ :=
  fun p => ((qubit a p.1 * qubit b p.2 : ℝ) : ℂ)
```

The amplitude of \(|ij\rangle\) is the product of the two qubit amplitudes. Angles \((0,0)\) give \(|00\rangle\), and \((\pi,\pi)\) give \(|11\rangle\).

```lean
/-- The product state with both angles π, with the product state with both angles 0
mixed in coherently by the mixing angle θ. -/
def superposition (θ : ℝ) : Fin 2 × Fin 2 → ℂ :=
  fun p => (Real.cos θ : ℂ) * productState π π p + (Real.sin θ : ℂ) * productState 0 0 p
```

Written out, this is \(\cos\theta\,|11\rangle+\sin\theta\,|00\rangle\). Here \(\theta\) is a mixing angle between two-qubit states, not a Bloch angle.

## The energy as a function of the angles

```lean
/-- The energy is the sum of the four basis-state energies weighted by the populations. -/
theorem energy_eq_populations (h : ℝ) (ψ : Fin 2 × Fin 2 → ℂ) :
    energy h ψ = (-1 - 2 * h) * ‖ψ (0, 0)‖ ^ 2 + ‖ψ (0, 1)‖ ^ 2 + ‖ψ (1, 0)‖ ^ 2
      + (-1 + 2 * h) * ‖ψ (1, 1)‖ ^ 2 := by
  simp [energy, hamiltonian, pauliZ, dotProduct, Matrix.mulVec, Fintype.sum_prod_type,
    Fin.sum_univ_two, Matrix.kroneckerMap_apply, Matrix.one_apply, Complex.sq_norm,
    Complex.normSq_apply]
  ring
```

Since \(H\) is diagonal, each basis state has a definite energy: \(-1-2h\) for \(|00\rangle\), \(+1\) for \(|01\rangle\) and \(|10\rangle\), and \(-1+2h\) for \(|11\rangle\). Hence

\[
E=(-1-2h)P_{00}+P_{01}+P_{10}+(-1+2h)P_{11}.
\]

In the proof, `simp` expands the matrix products into these four terms and `ring` finishes the algebra.

```lean
/-- A qubit with Bloch angle a has populations (1 + cos a)/2 and (1 - cos a)/2. -/
theorem qubit_populations (a : ℝ) :
    qubit a 0 ^ 2 = (1 + Real.cos a) / 2 ∧ qubit a 1 ^ 2 = (1 - Real.cos a) / 2 := by
  have hc := Real.cos_sq (a / 2)
  rw [show 2 * (a / 2) = a by ring] at hc
  have hs := Real.sin_sq_add_cos_sq (a / 2)
  constructor
  · change Real.cos (a / 2) ^ 2 = _
    linarith
  · change Real.sin (a / 2) ^ 2 = _
    linarith
```

These are the half-angle formulas \(\cos^2(a/2)=(1+\cos a)/2\) and \(\sin^2(a/2)=(1-\cos a)/2\). The first comes from Mathlib, and the second follows from \(\sin^2+\cos^2=1\).

```lean
/-- Every state of the product ansatz is normalised. -/
theorem productState_normalized (a b : ℝ) : IsNormalized (productState a b) := by
  simp only [IsNormalized, Fintype.sum_prod_type, Fin.sum_univ_two, productState,
    Complex.norm_real, Real.norm_eq_abs, sq_abs, mul_pow, (qubit_populations a).1,
    (qubit_populations a).2, (qubit_populations b).1, (qubit_populations b).2]
  ring
```

The four populations are products of one-qubit populations, so their sum factorises into \(1\cdot 1\).

```lean
/-- The energy landscape of the product ansatz as a function of the two Bloch angles. -/
theorem energy_product (h a b : ℝ) :
    energy h (productState a b)
      = -(Real.cos a * Real.cos b) - h * (Real.cos a + Real.cos b) := by
  rw [energy_eq_populations]
  simp only [productState, Complex.norm_real, Real.norm_eq_abs, sq_abs, mul_pow,
    (qubit_populations a).1, (qubit_populations a).2, (qubit_populations b).1,
    (qubit_populations b).2]
  ring
```

Put \(x=\cos a\) and \(y=\cos b\). The populations are \(P_{00}=(1+x)(1+y)/4\), \(P_{01}=(1+x)(1-y)/4\), \(P_{10}=(1-x)(1+y)/4\) and \(P_{11}=(1-x)(1-y)/4\). Therefore

\[
-P_{00}+P_{01}+P_{10}-P_{11}=-xy,\qquad
-2h\,(P_{00}-P_{11})=-h(x+y),
\]

and the sum is

\[
E(a,b)=-\cos a\cos b-h(\cos a+\cos b).
\]

## The ground energy

```lean
/-- For h ≥ 0 the least energy over all normalised two-qubit states is -1 - 2h. -/
theorem ground_energy {h : ℝ} (hh : 0 ≤ h) :
    IsLeast {E | ∃ ψ, IsNormalized ψ ∧ energy h ψ = E} (-1 - 2 * h) := by
  constructor
  · refine ⟨productState 0 0, productState_normalized 0 0, ?_⟩
    rw [energy_product, Real.cos_zero]
    ring
  · rintro E ⟨ψ, hψ, rfl⟩
    rw [energy_eq_populations]
    simp only [IsNormalized, Fintype.sum_prod_type, Fin.sum_univ_two] at hψ
    -- compare with the ground energy times the total population
    have e := congrArg (fun t => (-1 - 2 * h) * t) hψ

    nlinarith [e, sq_nonneg ‖ψ (0, 1)‖, sq_nonneg ‖ψ (1, 0)‖,
      mul_nonneg hh (sq_nonneg ‖ψ (0, 1)‖), mul_nonneg hh (sq_nonneg ‖ψ (1, 0)‖),
      mul_nonneg hh (sq_nonneg ‖ψ (1, 1)‖)]
```

`IsLeast` says that \(-1-2h\) is the energy of some normalised state and that no normalised state has a lower one. The state \(|00\rangle\) reaches the value. For the bound, multiply the normalisation condition by \(-1-2h\) and subtract it from the population formula:

\[
E-(-1-2h)=(2+2h)(P_{01}+P_{10})+4h\,P_{11}\ge 0 .
\]

The tactic `nlinarith`, which proves inequalities from supplied products, receives the non-negative terms of this sum.

## The local minimum at \((\pi,\pi)\)

```lean
/-- For h < 1 the product ansatz has a strict local energy minimum at Bloch angles (π, π). -/
theorem strict_local_min {h : ℝ} (h1 : h < 1) :
    ∀ᶠ p : ℝ × ℝ in 𝓝[≠] (π, π),
      energy h (productState π π) < energy h (productState p.1 p.2) := by
  have hpi := Real.pi_pos
  -- within one period, the cosine equals -1 only at π
  have key : ∀ x : ℝ, 0 < x → x < 2 * π → x ≠ π → -1 < Real.cos x := by
    intro x x0 x1 hx
    have hn : Real.cos (x - π) ≠ 1 := fun e => hx (sub_eq_zero.mp
      ((Real.cos_eq_one_iff_of_lt_of_lt (by linarith) (by linarith)).mp e))
    rw [Real.cos_sub_pi] at hn
    exact lt_of_le_of_ne (Real.neg_one_le_cos x) (fun e => hn (by linarith))
  have o1 : IsOpen {p : ℝ × ℝ | Real.cos p.1 < -h} :=
    isOpen_lt (by fun_prop) (by fun_prop)
  have m1 : {p : ℝ × ℝ | Real.cos p.1 < -h} ∈ 𝓝 (π, π) :=
    o1.mem_nhds (by
      change Real.cos π < -h
      rw [Real.cos_pi]
      linarith)
  have hI : π ∈ Set.Ioo (0 : ℝ) (2 * π) := ⟨hpi, by linarith⟩
  have m2 : Set.Ioo (0 : ℝ) (2 * π) ×ˢ Set.Ioo (0 : ℝ) (2 * π) ∈ 𝓝 (π, π) :=
    (isOpen_Ioo.prod isOpen_Ioo).mem_nhds (Set.mk_mem_prod hI hI)
  rw [eventually_nhdsWithin_iff]
  filter_upwards [m1, m2]
  rintro ⟨a, b⟩ hc ⟨⟨a0, a1⟩, ⟨b0, b1⟩⟩ hne
  change Real.cos a < -h at hc
  change energy h (productState π π) < energy h (productState a b)
  rw [energy_product, energy_product, Real.cos_pi]
  have hu : 0 ≤ 1 + Real.cos a := by linarith [Real.neg_one_le_cos a]
  have hv : 0 ≤ 1 + Real.cos b := by linarith [Real.neg_one_le_cos b]
  have hd : 0 < -h - Real.cos a := by linarith
  have hg : 0 < 1 - h := by linarith
  -- the excess energy is (1 - h)(1 + cos a) + (1 + cos b)(-h - cos a)
  by_cases ha : a = π
  · have hb : b ≠ π := fun hb => hne (by simp [ha, hb])
    have hv' : 0 < 1 + Real.cos b := by linarith [key b b0 b1 hb]
    nlinarith [mul_pos hv' hd, mul_nonneg hg.le hu]
  · have hu' : 0 < 1 + Real.cos a := by linarith [key a a0 a1 ha]
    nlinarith [mul_pos hg hu', mul_nonneg hv hd.le]
```

The phrase `∀ᶠ p ... in 𝓝[≠] (π, π)` means "for all points of some neighbourhood of \((\pi,\pi)\), except that point itself". The theorem is thus a strict local minimum in the plane of angles.

Let \(u=1+\cos a\) and \(v=1+\cos b\), both non-negative. Since \(E(\pi,\pi)=-1+2h\),

\[
E(a,b)-E(\pi,\pi)=(1-h)(u+v)-uv=(1-h)\,u+v\,(-h-\cos a).
\]

Because \(\cos\pi=-1<-h\), the bracket \(-h-\cos a\) is positive for \(a\) near \(\pi\); this is `m1`. The set in `m2` keeps both angles between \(0\) and \(2\pi\), where `key` shows that the cosine equals \(-1\) only at \(\pi\). Neither term of the excess is then negative. If \(a\ne\pi\), the first is positive. If \(a=\pi\), then \(b\ne\pi\) and the second is positive. These are the two branches of `by_cases`.

The theorem needs only \(h<1\). For \(h\le 0\) it still holds, but \(|11\rangle\) is then a ground state and no trap.

## The way down through \(|00\rangle\)

```lean
/-- The superposition is normalised, and its energy lies 4h sin²θ below that of the
product state with both angles π. -/
theorem superposition_energy (h θ : ℝ) :
    IsNormalized (superposition θ) ∧
      energy h (superposition θ)
        = energy h (productState π π) - 4 * h * Real.sin θ ^ 2 := by
  have p0 : qubit π 0 = 0 := Real.cos_pi_div_two
  have p1 : qubit π 1 = 1 := Real.sin_pi_div_two
  have z0 : qubit 0 0 = 1 := by
    change Real.cos (0 / 2) = 1
    rw [zero_div, Real.cos_zero]
  have z1 : qubit 0 1 = 0 := by
    change Real.sin (0 / 2) = 0
    rw [zero_div, Real.sin_zero]
  have hs := Real.sin_sq_add_cos_sq θ
  constructor
  · simp only [IsNormalized, Fintype.sum_prod_type, Fin.sum_univ_two, superposition,
      productState, p0, p1, z0, z1, mul_zero, mul_one, Complex.ofReal_zero,
      Complex.ofReal_one, add_zero, zero_add, norm_zero, Complex.norm_real,
      Real.norm_eq_abs, sq_abs]
    linarith
  · rw [energy_product, energy_eq_populations, Real.cos_pi]
    simp only [superposition, productState, p0, p1, z0, z1, mul_zero, mul_one,
      Complex.ofReal_zero, Complex.ofReal_one, add_zero, zero_add, norm_zero,
      Complex.norm_real, Real.norm_eq_abs, sq_abs]
    linear_combination (-1 + 2 * h) * hs
```

The superposition has \(P_{11}=\cos^2\theta\), \(P_{00}=\sin^2\theta\) and no other population, so it is normalised and

\[
E=(-1+2h)\cos^2\theta+(-1-2h)\sin^2\theta=(-1+2h)-4h\sin^2\theta .
\]

The lines `p0` to `z1` evaluate the qubit amplitudes at \(\pi\) and \(0\), and `linear_combination` uses \(\sin^2\theta+\cos^2\theta=1\).

A small-angle estimate gives an informal picture of why the ansatz misses this route. At angles \((\pi+\delta,\pi+\varepsilon)\), the amplitudes of \(|01\rangle\) and \(|10\rangle\) are about \(-\delta/2\) and \(-\varepsilon/2\), while that of \(|00\rangle\) is only \(\delta\varepsilon/4\). The ansatz first pays for single spin flips, at \(2(1-h)\) each, before it gains from the double flip.

```lean
/-- For 0 < h < 1 the product ansatz has a strict local minimum at angles (π, π), 4h above
the least energy of all normalised states, which the ansatz attains at (0, 0). Mixing in the
latter state by any angle 0 < θ < π gives a normalised state of energy below the local minimum. -/
theorem trap_from_ansatz {h : ℝ} (h0 : 0 < h) (h1 : h < 1) :
    (∀ᶠ p : ℝ × ℝ in 𝓝[≠] (π, π),
      energy h (productState π π) < energy h (productState p.1 p.2)) ∧
    IsLeast {E | ∃ ψ, IsNormalized ψ ∧ energy h ψ = E}
      (energy h (productState π π) - 4 * h) ∧
    energy h (productState 0 0) = energy h (productState π π) - 4 * h ∧
    ∀ θ, 0 < θ → θ < π → IsNormalized (superposition θ) ∧
      energy h (superposition θ) < energy h (productState π π) := by
  have e : energy h (productState π π) - 4 * h = -1 - 2 * h := by
    rw [energy_product, Real.cos_pi]
    ring
  refine ⟨strict_local_min h1, ?_, ?_, ?_⟩
  · rw [e]
    exact ground_energy h0.le
  · rw [e, energy_product, Real.cos_zero]
    ring
  · intro θ t0 t1
    obtain ⟨hn, he⟩ := superposition_energy h θ
    have hs : 0 < Real.sin θ := Real.sin_pos_of_pos_of_lt_pi t0 t1
    have hp : 0 < 4 * h * Real.sin θ ^ 2 := by positivity
    exact ⟨hn, by linarith⟩
```

For \(0<h<1\), the theorem joins four statements:

- The angles \((\pi,\pi)\) are a strict local minimum of the ansatz energy.
- The least energy of all normalised two-qubit states lies exactly \(4h\) lower.
- The ansatz itself reaches that energy at \((0,0)\).
- For every \(0<\theta<\pi\), the superposition is normalised and lies below the local minimum.

The last statement includes arbitrarily small \(\theta\), so \(|11\rangle\) is not a local minimum in the full state space. The proof combines the earlier theorems with \(\sin\theta>0\) on this interval.

For variational quantum algorithms, this two-qubit model with a diagonal Hamiltonian shows that stability against every small parameter change does not certify a ground state. The energies are exact expectation values; whether an actual optimiser, with finite steps and sampled energies, stays at \((\pi,\pi)\) is a further question.

**The case \(h=1/2\).** The trap has energy \(-1+2h=0\) and the ground state \(-2\), a gap of \(4h=2\). Turning one qubit to \(a=2\pi/3\) with \(b=\pi\) gives \(E=-\tfrac12+\tfrac34=\tfrac14\), above the trap. Mixing with \(\theta=\pi/6\) gives \(P_{11}=\tfrac34\) and \(P_{00}=\tfrac14\), so \(E=0\cdot\tfrac34-2\cdot\tfrac14=-\tfrac12\), below it.

## Fields as strong as the coupling

```lean
/-- For h ≥ 1 the angles (π, π) give the highest energy of the whole product ansatz. -/
theorem no_trap_in_strong_field {h : ℝ} (h1 : 1 ≤ h) (a b : ℝ) :
    energy h (productState a b) ≤ energy h (productState π π) := by
  rw [energy_product, energy_product, Real.cos_pi]
  have hu : 0 ≤ 1 + Real.cos a := by linarith [Real.neg_one_le_cos a]
  have hv : 0 ≤ 1 + Real.cos b := by linarith [Real.neg_one_le_cos b]
  have hg : 0 ≤ h - 1 := by linarith
  nlinarith [mul_nonneg hu hv, mul_nonneg hg hu, mul_nonneg hg hv]

end

end ProductAnsatzTrap
```

For \(h\ge1\), the same excess reads \(-(h-1)(u+v)-uv\), which is never positive. The point \((\pi,\pi)\) is then a global maximum of the ansatz energy, so the local minimum is lost exactly when the field reaches the coupling strength. The maximum need not be strict: at \(h=1\) the excess is \(-uv\), which vanishes whenever one of the angles is \(\pi\).

```lean
#print axioms ProductAnsatzTrap.energy_product
-- 'ProductAnsatzTrap.energy_product' depends on axioms: [propext, Classical.choice, Quot.sound]
#print axioms ProductAnsatzTrap.trap_from_ansatz
-- 'ProductAnsatzTrap.trap_from_ansatz' depends on axioms: [propext, Classical.choice, Quot.sound]
#print axioms ProductAnsatzTrap.no_trap_in_strong_field
-- 'ProductAnsatzTrap.no_trap_in_strong_field' depends on axioms: [propext, Classical.choice, Quot.sound]
```
